# Electron polarization of the two mixed states in a Breit-Rabi block

## From level slopes to spin polarization

To first order, a small change of the electron Zeeman energy shifts a nondegenerate hyperfine level by that change times the expectation value \(\langle S_z\rangle\) in the level's eigenstate. For one electron spin 1/2 coupled isotropically to one nuclear spin, the mixed states come in pairs, and \(\langle S_z\rangle\) follows directly from the parameters of the pair, without computing an eigenvector. In a simulation of magnetic resonance spectra this gives a check on the numerical eigenvectors of nondegenerate levels, within this one-electron, one-nucleus model.

## The two-state block

Let \(I\) be the nuclear spin and take

\[
H = A\,\mathbf I\cdot\mathbf S + a\,S_z + c\,I_z ,
\]

with spins in units of \(\hbar\). Here \(A\) is the hyperfine constant, and \(a\) and \(c\) are the electron and nuclear Zeeman energies, counted as the coefficients of \(S_z\) and \(I_z\); the signs of the magnetic moments are absorbed in them.

The total projection \(m\) of \(S_z+I_z\) is conserved. For \(|m|<I+\tfrac12\) two product states share it:

- state 0: electron up, nuclear projection \(m-\tfrac12\);
- state 1: electron down, nuclear projection \(m+\tfrac12\).

Their diagonal energies are

\[
\varepsilon_0=\tfrac A2(m-\tfrac12)+\tfrac a2+c(m-\tfrac12),\qquad
\varepsilon_1=-\tfrac A2(m+\tfrac12)-\tfrac a2+c(m+\tfrac12).
\]

The flip-flop part of the hyperfine coupling connects them through

\[
k=\tfrac A2\sqrt{(I+\tfrac12)^2-m^2}.
\]

Write \(\Delta=\varepsilon_0-\varepsilon_1=mA+a-c\). The mean of the diagonal energies is \(-A/4+cm\), so the levels are

\[
E_\sigma=-\tfrac A4+cm+\tfrac{\sigma R}{2},\qquad \sigma=\pm1,
\]

\[
R=\sqrt{A^2(I+\tfrac12)^2+2mA(a-c)+(a-c)^2}.
\]

## Polarization from the eigenvalue equation

Let \(v=(v_0,v_1)\) be a unit eigenvector for \(E_\sigma\):

\[
(\varepsilon_0-E_\sigma)v_0+k v_1=0,\qquad k v_0+(\varepsilon_1-E_\sigma)v_1=0 .
\]

Multiply the first equation by \(v_0^*\) and the second by \(v_1^*\), take real parts and subtract. The terms in \(k\) cancel, because \(v_0^*v_1\) and \(v_1^*v_0\) have the same real part. Since \(\varepsilon_0-E_\sigma=(\Delta-\sigma R)/2\) and \(\varepsilon_1-E_\sigma=(-\Delta-\sigma R)/2\), what remains is

\[
\tfrac12(\Delta-\sigma R)|v_0|^2+\tfrac12(\Delta+\sigma R)|v_1|^2=0 .
\]

With \(|v_0|^2+|v_1|^2=1\) this becomes

\[
\sigma R\,(|v_0|^2-|v_1|^2)=\Delta .
\]

The polarization is half the population difference. For \(R>0\), using \(\sigma^2=1\),

\[
\langle S_z\rangle_\sigma=\frac{\sigma(mA+a-c)}{2R}.
\]

The two levels have opposite values, and each vanishes exactly when \(a-c=-mA\), where the diagonal energies cross.

## Existence, the open gap and the slope

Expanding the squares gives

\[
R^2=\Delta^2+A^2\big[(I+\tfrac12)^2-m^2\big]=\Delta^2+4k^2 .
\]

The secular determinant is therefore

\[
(\varepsilon_0-E_\sigma)(\varepsilon_1-E_\sigma)-k^2=\tfrac14(R^2-\Delta^2)-k^2=0,
\]

so each level has a nonzero eigenvector, which can be normalized. The bracket is positive for \(|m|<I+\tfrac12\). Hence \(R=0\) requires \(A=0\) and then \(a=c\); in every other case \(R>0\). At \(R=0\) the block is a multiple of the identity, and its eigenvectors can have different polarizations.

If \(A\neq0\), then \(k\neq0\) and \(R^2>\Delta^2\), so \(|\langle S_z\rangle|<\tfrac12\). Finally, \(\partial R/\partial a=\Delta/R\), which gives the Hellmann-Feynman relation

\[
\frac{\partial E_\sigma}{\partial a}=\frac{\sigma\Delta}{2R}=\langle S_z\rangle_\sigma .
\]

The derivative is taken at fixed \(c\). A sweep of the magnetic field changes \(c\) as well and adds a nuclear contribution.

## Nuclear spin 1/2, and a worked example

The smallest nuclear spin with a mixed block is \(I=\tfrac12\), with \(m=0\). Then \(R=\sqrt{A^2+(a-c)^2}\), and the upper state has \(\langle S_z\rangle=(a-c)/(2R)\). For \(A\ne0\) it is zero at \(a=c\), which includes zero field, and tends to \(\tfrac12\) as \(a-c\to+\infty\).

For a block with \(m\neq0\), take \(I=\tfrac32\), \(m=-1\), \(A=1\), \(a=2\), \(c=0\) in a common energy unit. Then \(\Delta=1\), \(R=\sqrt{4-4+4}=2\), and the upper state has \(\langle S_z\rangle=\tfrac14\). Directly, \(\varepsilon_0=\tfrac14\), \(\varepsilon_1=-\tfrac34\), \(k=\tfrac{\sqrt3}{2}\) and \(E_+=\tfrac34\). The unit eigenvector is \((\tfrac{\sqrt3}{2},\tfrac12)\), with populations \(\tfrac34\) and \(\tfrac14\). At \(a=1\) the polarization would vanish.

## The theorem as stated in Lean

The matrix `block` holds \(\varepsilon_0\), \(\varepsilon_1\) and \(k\) as `upEnergy`, `downEnergy` and `flipFlop`; `gap` is \(R\) and `level` is \(E_\sigma\). A state is a function `v : Fin 2 → ℂ`, whose entries `v 0` and `v 1` are the amplitudes above. `IsBranchState σ I m A a c v` says that `v` satisfies the eigenvalue equation for \(E_\sigma\) and has unit norm. `expectSz v` is the quadratic form \(v^\dagger S_z v\), a complex number, so the equalities for it also say that its imaginary part is zero.

The theorem `breitRabi_polarization` takes `0 < gap I m A a c`, any upper state `u` and any lower state `w`. It gives both polarizations and the condition for each to vanish. Global phases are covered, since the amplitudes are arbitrary complex numbers.

The \(2\times2\) block is entered as a definition; its derivation from the full spin operators is not part of the file. `I` and `m` are real parameters, so the restriction to physical spin values belongs to the reading. The condition `|m| < I + 1/2` appears where it is used, in the results on existence, on the open gap and on the strict bound. The main theorem does not need it, but it describes a physical pair of states only under that condition. The unmixed states with \(|m|=I+\tfrac12\), anisotropic or quadrupole couplings and further nuclei are not treated.

```lean
import Mathlib

open Matrix

namespace BreitRabiPolarization

noncomputable section

/-- Diagonal energy of the product state with electron spin up and nuclear projection `m - 1/2`. -/
def upEnergy (m A a c : ℝ) : ℝ := A * (m - 1/2) / 2 + a / 2 + c * (m - 1/2)

/-- Diagonal energy of the product state with electron spin down and nuclear projection
`m + 1/2`. -/
def downEnergy (m A a c : ℝ) : ℝ := -A * (m + 1/2) / 2 - a / 2 + c * (m + 1/2)

/-- Hyperfine flip-flop matrix element between the two product states, for nuclear spin `I`. -/
def flipFlop (I m A : ℝ) : ℝ := A / 2 * √((I + 1/2) ^ 2 - m ^ 2)

/-- The Breit-Rabi Hamiltonian block of total projection `m`. -/
def block (I m A a c : ℝ) : Matrix (Fin 2) (Fin 2) ℂ :=
  !![(upEnergy m A a c : ℂ), (flipFlop I m A : ℂ);
     (flipFlop I m A : ℂ), (downEnergy m A a c : ℂ)]

/-- The Breit-Rabi energy gap `R` of the block. -/
def gap (I m A a c : ℝ) : ℝ :=
  √(A ^ 2 * (I + 1/2) ^ 2 + 2 * m * A * (a - c) + (a - c) ^ 2)

/-- The Breit-Rabi level on branch `σ`: upper for `σ = 1`, lower for `σ = -1`. -/
def level (σ I m A a c : ℝ) : ℝ := -A / 4 + c * m + σ * gap I m A a c / 2

/-- The electron spin projection `Sz` in the product basis of the block. -/
def electronSz : Matrix (Fin 2) (Fin 2) ℂ := !![1/2, 0; 0, -1/2]

/-- The expectation value of `Sz` in the state `v`. -/
def expectSz (v : Fin 2 → ℂ) : ℂ := star v ⬝ᵥ (electronSz *ᵥ v)

/-- `v` is a normalized eigenvector of the block on branch `σ`. -/
def IsBranchState (σ I m A a c : ℝ) (v : Fin 2 → ℂ) : Prop :=
  block I m A a c *ᵥ v = (level σ I m A a c : ℂ) • v ∧ star v ⬝ᵥ v = 1

variable {σ I m A a c : ℝ} {v : Fin 2 → ℂ}

/-- The squared norm of a state is the sum of its two populations. -/
theorem norm_eq_populations (v : Fin 2 → ℂ) :
    star v ⬝ᵥ v = ((Complex.normSq (v 0) + Complex.normSq (v 1) : ℝ) : ℂ) := by
  simp [dotProduct, Fin.sum_univ_two, Complex.normSq_eq_conj_mul_self]

/-- The expectation value of `Sz` is half the difference of the two populations. -/
theorem expectSz_eq_populations (v : Fin 2 → ℂ) :
    expectSz v = (((Complex.normSq (v 0) - Complex.normSq (v 1)) / 2 : ℝ) : ℂ) := by
  simp [expectSz, electronSz, Matrix.mulVec, dotProduct, Fin.sum_univ_two,
    Complex.normSq_eq_conj_mul_self]
  ring

/-- The eigenvalue equation of the block, written for the two amplitudes. -/
theorem eigen_iff (E : ℝ) (v : Fin 2 → ℂ) :
    block I m A a c *ᵥ v = (E : ℂ) • v ↔
      (upEnergy m A a c : ℂ) * v 0 + (flipFlop I m A : ℂ) * v 1 = (E : ℂ) * v 0 ∧
      (flipFlop I m A : ℂ) * v 0 + (downEnergy m A a c : ℂ) * v 1 = (E : ℂ) * v 1 := by
  rw [funext_iff, Fin.forall_fin_two]
  simp [block, Matrix.mulVec, dotProduct, Fin.sum_univ_two]

/-- For `|m| < I + 1/2`, the squared gap is the squared diagonal splitting plus four times the
squared flip-flop element. -/
theorem gap_sq (hm : |m| < I + 1/2) :
    gap I m A a c ^ 2 = (m * A + a - c) ^ 2 + 4 * flipFlop I m A ^ 2 := by
  obtain ⟨h1, h2⟩ := abs_lt.mp hm
  have hs : 0 ≤ (I + 1/2) ^ 2 - m ^ 2 := by nlinarith
  have hr : 0 ≤ A ^ 2 * (I + 1/2) ^ 2 + 2 * m * A * (a - c) + (a - c) ^ 2 := by
    nlinarith [mul_nonneg (sq_nonneg A) hs, sq_nonneg (m * A + a - c)]
  unfold gap flipFlop
  rw [Real.sq_sqrt hr, mul_pow, Real.sq_sqrt hs]
  ring

/-- For `|m| < I + 1/2`, the gap is open exactly when there is a hyperfine coupling or the two
Zeeman energies differ. -/
theorem gap_pos_iff (hm : |m| < I + 1/2) : 0 < gap I m A a c ↔ A ≠ 0 ∨ a ≠ c := by
  obtain ⟨h1, h2⟩ := abs_lt.mp hm
  have hs : 0 < (I + 1/2) ^ 2 - m ^ 2 := by nlinarith
  unfold gap
  rw [Real.sqrt_pos]
  constructor
  · intro h
    by_contra hn
    rw [not_or, not_not, not_not] at hn
    obtain ⟨hA, hac⟩ := hn
    subst hA hac
    simp at h
  · intro h
    by_cases hA : A = 0
    · have hac : a - c ≠ 0 := sub_ne_zero.mpr (h.resolve_left (not_not.mpr hA))
      have : 0 < (a - c) ^ 2 := by positivity
      subst hA
      linarith
    · have : 0 < A ^ 2 * ((I + 1/2) ^ 2 - m ^ 2) := by positivity
      nlinarith [sq_nonneg (m * A + a - c)]

/-- For `|m| < I + 1/2`, both branches of the block possess a normalized eigenvector. -/
theorem exists_branchState (hm : |m| < I + 1/2) (hσ : σ ^ 2 = 1) :
    ∃ v, IsBranchState σ I m A a c v := by
  -- the secular determinant vanishes
  have hdet : (upEnergy m A a c - level σ I m A a c) * (downEnergy m A a c - level σ I m A a c)
      - flipFlop I m A * flipFlop I m A = 0 := by
    have hg := gap_sq (A := A) (a := a) (c := c) hm
    unfold upEnergy downEnergy level
    linear_combination (1/4) * hg + (gap I m A a c ^ 2 / 4) * hσ
  obtain ⟨v, hv, hMv⟩ := (Matrix.exists_mulVec_eq_zero_iff
    (M := !![(upEnergy m A a c : ℂ) - level σ I m A a c, (flipFlop I m A : ℂ);
      (flipFlop I m A : ℂ), (downEnergy m A a c : ℂ) - level σ I m A a c])).mpr (by
        rw [Matrix.det_fin_two_of]
        exact_mod_cast hdet)
  rw [funext_iff, Fin.forall_fin_two] at hMv
  simp [Matrix.mulVec, dotProduct, Fin.sum_univ_two] at hMv
  obtain ⟨h0, h1⟩ := hMv
  -- normalize the null vector
  have hn : 0 < Complex.normSq (v 0) + Complex.normSq (v 1) := by
    by_contra hle
    have p0 := Complex.normSq_nonneg (v 0)
    have p1 := Complex.normSq_nonneg (v 1)
    apply hv
    rw [funext_iff, Fin.forall_fin_two]
    exact ⟨Complex.normSq_eq_zero.mp (by linarith), Complex.normSq_eq_zero.mp (by linarith)⟩
  obtain ⟨t, ht⟩ : ∃ t : ℝ, t * t * (Complex.normSq (v 0) + Complex.normSq (v 1)) = 1 := by
    refine ⟨(√(Complex.normSq (v 0) + Complex.normSq (v 1)))⁻¹, ?_⟩
    rw [← mul_inv, Real.mul_self_sqrt hn.le, inv_mul_cancel₀ hn.ne']
  refine ⟨fun i => (t : ℂ) * v i, (eigen_iff _ _).mpr ⟨?_, ?_⟩, ?_⟩
  · linear_combination (t : ℂ) * h0
  · linear_combination (t : ℂ) * h1
  · rw [norm_eq_populations, Complex.normSq_mul, Complex.normSq_mul, Complex.normSq_ofReal,
      ← mul_add, ht, Complex.ofReal_one]

/-- In a normalized eigenvector the population difference times the signed gap equals
`mA + a - c`. -/
theorem population_balance (h : IsBranchState σ I m A a c v) :
    σ * gap I m A a c * (Complex.normSq (v 0) - Complex.normSq (v 1)) = m * A + a - c := by
  obtain ⟨hv, hn⟩ := h
  obtain ⟨h0, h1⟩ := (eigen_iff _ _).mp hv
  rw [norm_eq_populations] at hn
  have hp : Complex.normSq (v 0) + Complex.normSq (v 1) = 1 := by exact_mod_cast hn
  have r0 := congrArg Complex.re h0
  have i0 := congrArg Complex.im h0
  have r1 := congrArg Complex.re h1
  have i1 := congrArg Complex.im h1
  simp only [Complex.add_re, Complex.re_ofReal_mul] at r0 r1
  simp only [Complex.add_im, Complex.im_ofReal_mul] at i0 i1
  rw [Complex.normSq_apply, Complex.normSq_apply] at hp ⊢
  unfold upEnergy level at r0 i0
  unfold downEnergy level at r1 i1
  -- the flip-flop terms cancel in this combination
  linear_combination (-2) * ((v 0).re * r0 + (v 0).im * i0 - (v 1).re * r1 - (v 1).im * i1)
    + (m * A + a - c) * hp

/-- If the gap is open, the electron polarization on branch `σ = ±1` is `σ (mA + a - c) / (2R)`. -/
theorem expectSz_branch (hσ : σ ^ 2 = 1) (hR : 0 < gap I m A a c)
    (h : IsBranchState σ I m A a c v) :
    expectSz v = ((σ * (m * A + a - c) / (2 * gap I m A a c) : ℝ) : ℂ) := by
  have hb := population_balance h
  have key : (Complex.normSq (v 0) - Complex.normSq (v 1)) / 2
      = σ * (m * A + a - c) / (2 * gap I m A a c) := by
    rw [div_eq_div_iff two_ne_zero (by positivity)]
    linear_combination 2 * σ * hb
      - 2 * gap I m A a c * (Complex.normSq (v 0) - Complex.normSq (v 1)) * hσ
  rw [expectSz_eq_populations, key]

/-- Electron polarization of the Breit-Rabi states when the gap is open: every normalized upper
eigenvector `u` has `⟨Sz⟩ = (mA + a - c) / (2R)`, every lower one `w` has the opposite value, and
each of the two vanishes exactly when `a - c = -mA`. -/
theorem breitRabi_polarization {u w : Fin 2 → ℂ} (hR : 0 < gap I m A a c)
    (hu : IsBranchState 1 I m A a c u) (hw : IsBranchState (-1) I m A a c w) :
    expectSz u = (((m * A + a - c) / (2 * gap I m A a c) : ℝ) : ℂ) ∧
    expectSz w = ((-((m * A + a - c) / (2 * gap I m A a c)) : ℝ) : ℂ) ∧
    (expectSz u = 0 ↔ a - c = -(m * A)) ∧ (expectSz w = 0 ↔ a - c = -(m * A)) := by
  have eu : expectSz u = (((m * A + a - c) / (2 * gap I m A a c) : ℝ) : ℂ) := by
    rw [expectSz_branch (by norm_num) hR hu, one_mul]
  have ew : expectSz w = ((-((m * A + a - c) / (2 * gap I m A a c)) : ℝ) : ℂ) := by
    rw [expectSz_branch (by norm_num) hR hw, neg_one_mul, neg_div]
  have key : (m * A + a - c) / (2 * gap I m A a c) = 0 ↔ a - c = -(m * A) := by
    constructor
    · intro h
      rcases div_eq_zero_iff.mp h with h | h <;> linarith
    · intro h
      have h' : m * A + a - c = 0 := by linarith
      rw [h', zero_div]
  refine ⟨eu, ew, ?_, ?_⟩
  · rw [eu, Complex.ofReal_eq_zero, key]
  · rw [ew, Complex.ofReal_eq_zero, neg_eq_zero, key]

/-- For `|m| < I + 1/2` and a nonzero hyperfine constant, the electron polarization of a normalized
eigenvector is strictly smaller than `1/2` in magnitude. -/
theorem polarization_lt_half (hm : |m| < I + 1/2) (hA : A ≠ 0) (hσ : σ ^ 2 = 1)
    (h : IsBranchState σ I m A a c v) : ‖expectSz v‖ < 1/2 := by
  obtain ⟨h1, h2⟩ := abs_lt.mp hm
  have hs : 0 < (I + 1/2) ^ 2 - m ^ 2 := by nlinarith
  have hk : 0 < flipFlop I m A ^ 2 := by
    have := Real.sqrt_pos.mpr hs
    unfold flipFlop
    positivity
  have hg := gap_sq (A := A) (a := a) (c := c) hm
  have hb := population_balance h
  rw [expectSz_eq_populations, Complex.norm_real, Real.norm_eq_abs]
  set d := Complex.normSq (v 0) - Complex.normSq (v 1)
  have hd : gap I m A a c ^ 2 * d ^ 2 = (m * A + a - c) ^ 2 := by
    rw [← hb]
    linear_combination (-(gap I m A a c ^ 2 * d ^ 2)) * hσ
  have hlt : d ^ 2 < 1 := by
    by_contra hn
    have := mul_le_mul_of_nonneg_left (not_lt.mp hn) (sq_nonneg (gap I m A a c))
    linarith
  exact abs_lt.mpr ⟨by nlinarith, by nlinarith⟩

/-- Hellmann-Feynman relation: if the gap is open, the slope of a Breit-Rabi level in the electron
Zeeman energy `a` is the electron polarization of its normalized eigenvector. -/
theorem hellmann_feynman (hσ : σ ^ 2 = 1) (hR : 0 < gap I m A a c)
    (h : IsBranchState σ I m A a c v) :
    HasDerivAt (fun x => level σ I m A x c) (expectSz v).re a := by
  rw [expectSz_branch hσ hR h, Complex.ofReal_re]
  have h1 : HasDerivAt (fun x : ℝ => x - c) 1 a := (hasDerivAt_id' a).sub_const c
  have h2 : HasDerivAt
      (fun x : ℝ => A ^ 2 * (I + 1/2) ^ 2 + 2 * m * A * (x - c) + (x - c) ^ 2)
      (2 * (m * A + a - c)) a :=
    (((h1.const_mul (2 * m * A)).const_add (A ^ 2 * (I + 1/2) ^ 2)).fun_add
      (h1.fun_pow 2)).congr_deriv (by norm_num; ring)
  have h3 : HasDerivAt (fun x => gap I m A x c)
      (2 * (m * A + a - c) / (2 * gap I m A a c)) a :=
    h2.sqrt (Real.sqrt_pos.mp hR).ne'
  have h4 : HasDerivAt (fun x => level σ I m A x c)
      (σ * (2 * (m * A + a - c) / (2 * gap I m A a c)) / 2) a :=
    ((h3.const_mul σ).div_const 2).const_add (-A / 4 + c * m)
  exact h4.congr_deriv (by ring)

end

end BreitRabiPolarization
```

```lean
#print axioms BreitRabiPolarization.exists_branchState
#print axioms BreitRabiPolarization.breitRabi_polarization
#print axioms BreitRabiPolarization.polarization_lt_half
#print axioms BreitRabiPolarization.hellmann_feynman
```

```
'BreitRabiPolarization.exists_branchState' depends on axioms: [propext, Classical.choice, Quot.sound]
'BreitRabiPolarization.breitRabi_polarization' depends on axioms: [propext, Classical.choice, Quot.sound]
'BreitRabiPolarization.polarization_lt_half' depends on axioms: [propext, Classical.choice, Quot.sound]
'BreitRabiPolarization.hellmann_feynman' depends on axioms: [propext, Classical.choice, Quot.sound]
```

## How the proof follows the algebra

`norm_eq_populations` and `expectSz_eq_populations` rewrite the norm and the polarization in terms of \(|v_0|^2\) and \(|v_1|^2\), and `eigen_iff` splits the matrix equation into its two components.

The central step is `population_balance`. It separates each component into real and imaginary parts. Its `linear_combination` weights them with the real and imaginary parts of `v 0` and `v 1`, which amounts to multiplying by \(v_0^*\) and \(v_1^*\) and taking real parts. The minus signs perform the subtraction that removes \(k\), and the last term, with `hp`, inserts the normalization. `expectSz_branch` then divides by \(2R\) and uses \(\sigma^2=1\) to move the sign into the numerator. The main theorem sets \(\sigma=1\) and \(\sigma=-1\) and solves for the zero of the numerator.

`gap_sq` proves \(R^2=\Delta^2+4k^2\), after checking that both radicands are nonnegative. `exists_branchState` uses it to show that the determinant vanishes, obtains a nonzero null vector from `Matrix.exists_mulVec_eq_zero_iff`, and rescales it by the inverse of its norm. `gap_pos_iff` treats \(A=0\) and \(A\neq0\) separately.

In `polarization_lt_half`, `d` is the population difference. If \(d^2\ge1\), then \(R^2\le R^2d^2=\Delta^2\), which contradicts \(R^2=\Delta^2+4k^2\) with \(k^2>0\). `hellmann_feynman` differentiates the radicand, then the square root, then the level; the open gap keeps the radicand away from zero, where the square root has no derivative.
